# Entries of a two-by-two amplitude matrix after separate rotations of the spin-up and spin-down orbitals

The rows of a real two-by-two matrix `C` of amplitudes belong to two spin-up orbitals, its columns to two spin-down orbitals. The theorem `singles_eq` writes out the four entries of the product R(a) C R(b)ᵀ, where R(t) is the plane rotation by the angle t, so that the spin-up orbitals are rotated by `a` and the spin-down orbitals by `b`. The angles and the amplitudes are arbitrary real numbers; `C` need not be normalised, and no Hamiltonian enters. The attempt compares the matrices entry by entry, expands the products with `simp`, and leaves the remaining algebra to `ring`.

This version doesn't compile in Lean 4 with Mathlib:

```lean
import Mathlib

open Matrix

namespace SinglesEq

noncomputable section

/-- The rotation of two orbitals by the angle `t`. -/
def rot (t : ℝ) : Matrix (Fin 2) (Fin 2) ℝ :=
  !![Real.cos t, -Real.sin t; Real.sin t, Real.cos t]

/-- Single excitations: the spin-up orbitals (rows) are rotated by `a`, the spin-down
orbitals (columns) by `b`. -/
def singles (a b : ℝ) (C : Matrix (Fin 2) (Fin 2) ℝ) : Matrix (Fin 2) (Fin 2) ℝ :=
  rot a * C * (rot b)ᵀ

/-- The amplitudes after the single excitations, written out. -/
theorem singles_eq (a b : ℝ) (C : Matrix (Fin 2) (Fin 2) ℝ) : singles a b C =
    !![(Real.cos a * C 0 0 - Real.sin a * C 1 0) * Real.cos b
        - (Real.cos a * C 0 1 - Real.sin a * C 1 1) * Real.sin b,
       (Real.cos a * C 0 0 - Real.sin a * C 1 0) * Real.sin b
        + (Real.cos a * C 0 1 - Real.sin a * C 1 1) * Real.cos b;
       (Real.sin a * C 0 0 + Real.cos a * C 1 0) * Real.cos b
        - (Real.sin a * C 0 1 + Real.cos a * C 1 1) * Real.sin b,
       (Real.sin a * C 0 0 + Real.cos a * C 1 0) * Real.sin b
        + (Real.sin a * C 0 1 + Real.cos a * C 1 1) * Real.cos b] := by
  ext i j
  fin_cases i <;> fin_cases j <;>
    simp [singles, rot, Matrix.mul_apply, Fin.sum_univ_succ] <;> ring

end

end SinglesEq
```

Lean reports:

```
Try this:
  [apply] ring_nf
  
  The `ring` tactic failed to close the goal. Use `ring_nf` to obtain a normal form.
    
  Note that `ring` works primarily in *commutative* rings. If you have a noncommutative ring, abelian group or module, consider using `noncomm_ring`, `abel` or `module` instead.
Try this:
  [apply] ring_nf
  
  The `ring` tactic failed to close the goal. Use `ring_nf` to obtain a normal form.
    
  Note that `ring` works primarily in *commutative* rings. If you have a noncommutative ring, abelian group or module, consider using `noncomm_ring`, `abel` or `module` instead.
Try this:
  [apply] ring_nf
  
  The `ring` tactic failed to close the goal. Use `ring_nf` to obtain a normal form.
    
  Note that `ring` works primarily in *commutative* rings. If you have a noncommutative ring, abelian group or module, consider using `noncomm_ring`, `abel` or `module` instead.
Try this:
  [apply] ring_nf
  
  The `ring` tactic failed to close the goal. Use `ring_nf` to obtain a normal form.
    
  Note that `ring` works primarily in *commutative* rings. If you have a noncommutative ring, abelian group or module, consider using `noncomm_ring`, `abel` or `module` instead.
Main.lean:27:69: error: unsolved goals
case «0».«0»
a b : ℝ
C : Matrix (Fin 2) (Fin 2) ℝ
⊢ (![Real.cos a, -Real.sin a] ᵥ* C) 0 * Real.cos b - (![Real.cos a, -Real.sin a] ᵥ* C) 1 * Real.sin b =
    -(Real.sin a * Real.cos b * C 1 0) + Real.sin a * Real.sin b * C 1 1 + Real.cos b * Real.cos a * C 0 0 -
      Real.sin b * Real.cos a * C 0 1

case «0».«1»
a b : ℝ
C : Matrix (Fin 2) (Fin 2) ℝ
⊢ (![Real.cos a, -Real.sin a] ᵥ* C) 0 * Real.sin b + (![Real.cos a, -Real.sin a] ᵥ* C) 1 * Real.cos b =
    -(Real.sin a * Real.sin b * C 1 0) - Real.sin a * Real.cos b * C 1 1 + Real.sin b * Real.cos a * C 0 0 +
      Real.cos b * Real.cos a * C 0 1

case «1».«0»
a b : ℝ
C : Matrix (Fin 2) (Fin 2) ℝ
⊢ (![Real.sin a, Real.cos a] ᵥ* C) 0 * Real.cos b - (![Real.sin a, Real.cos a] ᵥ* C) 1 * Real.sin b =
    Real.cos b * Real.sin a * C 0 0 + Real.cos b * Real.cos a * C 1 0 - Real.sin b * Real.sin a * C 0 1 -
      Real.sin b * Real.cos a * C 1 1

case «1».«1»
a b : ℝ
C : Matrix (Fin 2) (Fin 2) ℝ
⊢ (![Real.sin a, Real.cos a] ᵥ* C) 0 * Real.sin b + (![Real.sin a, Real.cos a] ᵥ* C) 1 * Real.cos b =
    Real.sin b * Real.sin a * C 0 0 + Real.sin b * Real.cos a * C 1 0 + Real.cos b * Real.sin a * C 0 1 +
      Real.cos b * Real.cos a * C 1 1
```

What went wrong. The four "Try this" messages say that `ring` failed to close the goal, once for each matrix entry; the error lists the four goals left over. None of them is false. On each left-hand side there remains a row vector times `C`, such as `(![Real.cos a, -Real.sin a] ᵥ* C) 0`. `simp` had put the inner product `rot a * C` into this row-vector form, which `Matrix.mul_apply` does not expand, since it concerns entries of a product of two matrices. `ring` does not unfold `ᵥ*`, so it treats such a term as an unknown number and cannot match it with the entries of `C` on the right.

The repair gives `simp` two more definitions. `Matrix.vecMul` turns each entry of the row vector into a dot product with a column of `C`, and `dotProduct` turns that into a sum over the two indices. `Fin.sum_univ_succ`, already in the list, can then write out the sum, and `ring` has only ordinary real algebra left. The new line break is mere layout.

This version goes through:

```diff
@@ -28,5 +28,6 @@
   ext i j
   fin_cases i <;> fin_cases j <;>
-    simp [singles, rot, Matrix.mul_apply, Fin.sum_univ_succ] <;> ring
+    simp [singles, rot, Matrix.mul_apply, Matrix.vecMul, dotProduct,
+      Fin.sum_univ_succ] <;> ring
 
 end
```
